# Factorial moments of Poisson phonon weights are powers of the mean

Give `k` phonons the Poisson weight e^(−a) a^k / k!, with mean number a. The theorem says that the factorial moment of order r, the sum over all k of k(k−1)…(k−r+1) times this weight, converges to a^r. It is stated for every real a, though the weights are probabilities only when a ≥ 0. The attempt drops the first r terms, which vanish, shifts the index by r, and compares what is left with the exponential series multiplied by a^r e^(−a).

The first attempt, which Lean rejects:

```lean
import Mathlib

open Finset

namespace ExcitonPhononSatellites

noncomputable section

/-- The Poisson weight of `k` phonons at mean number `a`. -/
def poissonWeight (a : ℝ) (k : ℕ) : ℝ :=
  Real.exp (-a) * a ^ k / (k.factorial : ℝ)

/-- The factorial moment of order `r` of the Poisson weights of mean `a` is `a ^ r`. -/
theorem poisson_factorial_moment (a : ℝ) (r : ℕ) :
    HasSum (fun k : ℕ => (k.descFactorial r : ℝ) * poissonWeight a k) (a ^ r) := by
  have ser : HasSum (fun k : ℕ => a ^ k / (k.factorial : ℝ)) (Real.exp a) := by
    rw [Real.exp_eq_exp_ℝ]
    first
      | exact NormedSpace.expSeries_div_hasSum_exp a
      | exact NormedSpace.expSeries_div_hasSum_exp ℝ a
  have h := ser.mul_left (a ^ r * Real.exp (-a))
  -- the first r terms vanish, so the series may be shifted by r
  have h0 : ∑ i ∈ range r, (i.descFactorial r : ℝ) * poissonWeight a i = 0 :=
    Finset.sum_eq_zero fun i hi => by
      rw [Nat.descFactorial_eq_zero_iff_lt.mpr (Finset.mem_range.mp hi)]
      simp
  refine (hasSum_nat_add_iff' r).mp ?_
  simp only [h0, sub_zero]
  convert h using 1
  · funext k
    have hf : (k.factorial : ℝ) * ((k + r).descFactorial r : ℝ) = ((k + r).factorial : ℝ) := by
      have h1 := Nat.factorial_mul_descFactorial (Nat.le_add_left r k)
      rw [Nat.add_sub_cancel] at h1
      exact_mod_cast h1
    have hk : (k.factorial : ℝ) ≠ 0 := by exact_mod_cast k.factorial_ne_zero
    have hkr : ((k + r).factorial : ℝ) ≠ 0 := by exact_mod_cast (k + r).factorial_ne_zero
    have hd : ((k + r).descFactorial r : ℝ) ≠ 0 := by
      intro h2
      rw [h2, mul_zero] at hf
      exact hkr hf.symm
    simp only [poissonWeight]
    rw [← hf, pow_add]
    field_simp
  · rw [mul_assoc, ← Real.exp_add]
    simp

end

end ExcitonPhononSatellites
```

The compiler's answer:

```
Main.lean:30:4: error: Tactic `apply` failed: could not unify the conclusion of `@funext`
  ?f = ?g
with the goal
  Real.instAddCommGroup.toAddCommMonoid =
    CommRing.toNonUnitalCommRing.toNonUnitalNonAssocCommRing.toNonUnitalNonAssocSemiring.toAddCommMonoid

Note: The full type of `@funext` is
  ∀ {α : Sort ?u.58} {β : α → Sort ?u.57} {f g : (x : α) → β x}, (∀ (x : α), f x = g x) → f = g

case e'_3
a : ℝ
r : ℕ
ser : HasSum (fun k => a ^ k / ↑k.factorial) (Real.exp a)
h : HasSum (fun i => a ^ r * Real.exp (-a) * (a ^ i / ↑i.factorial)) (a ^ r * Real.exp (-a) * Real.exp a)
h0 : ∑ i ∈ range r, ↑(i.descFactorial r) * poissonWeight a i = 0
⊢ Real.instAddCommGroup.toAddCommMonoid =
    CommRing.toNonUnitalCommRing.toNonUnitalNonAssocCommRing.toNonUnitalNonAssocSemiring.toAddCommMonoid
Main.lean:44:8: error: Tactic `rewrite` failed: Did not find an occurrence of the pattern
  ?a * ?b * ?c
in the target expression
  (fun n => ↑((n + r).descFactorial r) * poissonWeight a (n + r)) = fun i =>
    a ^ r * Real.exp (-a) * (a ^ i / ↑i.factorial)

case e'_5
a : ℝ
r : ℕ
ser : HasSum (fun k => a ^ k / ↑k.factorial) (Real.exp a)
h : HasSum (fun i => a ^ r * Real.exp (-a) * (a ^ i / ↑i.factorial)) (a ^ r * Real.exp (-a) * Real.exp a)
h0 : ∑ i ∈ range r, ↑(i.descFactorial r) * poissonWeight a i = 0
⊢ (fun n => ↑((n + r).descFactorial r) * poissonWeight a (n + r)) = fun i =>
    a ^ r * Real.exp (-a) * (a ^ i / ↑i.factorial)
Main.lean:15:81: error: unsolved goals
case e'_6
a : ℝ
r : ℕ
ser : HasSum (fun k => a ^ k / ↑k.factorial) (Real.exp a)
h : HasSum (fun i => a ^ r * Real.exp (-a) * (a ^ i / ↑i.factorial)) (a ^ r * Real.exp (-a) * Real.exp a)
h0 : ∑ i ∈ range r, ↑(i.descFactorial r) * poissonWeight a i = 0
⊢ a ^ r = a ^ r * Real.exp (-a) * Real.exp a
```

Diagnosis. All three errors come from `convert h using 1`. The proof has two bullets after it, for the terms and for the sum, but `convert` left three goals. The first asks that two instances of the additive commutative monoid structure on ℝ be equal. So `funext` met an equation between structures, not functions, and failed. The second bullet then got the equality of terms, where the only product of the form `?a * ?b * ?c` contains the bound variable `i`, which `rw` cannot rewrite. The third goal, `a ^ r = a ^ r * Real.exp (-a) * Real.exp a`, had no bullet left.

The repair does without `convert`. `hv` simplifies the sum, and `rw [hv] at h` puts it into `h`. `e` proves the equality of terms for each `k` by the old argument, and `simp only [e]` applies it under the binder. Then `exact h` closes the goal, since Lean accepts the two instances as equal by unfolding definitions. Removing `first` and writing out the type of `h` are mere tidying.

As a diff, the version that Lean accepts:

```diff
@@ -16,8 +16,11 @@
   have ser : HasSum (fun k : ℕ => a ^ k / (k.factorial : ℝ)) (Real.exp a) := by
     rw [Real.exp_eq_exp_ℝ]
-    first
-      | exact NormedSpace.expSeries_div_hasSum_exp a
-      | exact NormedSpace.expSeries_div_hasSum_exp ℝ a
-  have h := ser.mul_left (a ^ r * Real.exp (-a))
+    exact NormedSpace.expSeries_div_hasSum_exp a
+  have h : HasSum (fun k : ℕ => a ^ r * Real.exp (-a) * (a ^ k / (k.factorial : ℝ)))
+      (a ^ r * Real.exp (-a) * Real.exp a) := ser.mul_left _
+  have hv : a ^ r * Real.exp (-a) * Real.exp a = a ^ r := by
+    rw [mul_assoc, ← Real.exp_add]
+    simp
+  rw [hv] at h
   -- the first r terms vanish, so the series may be shifted by r
   have h0 : ∑ i ∈ range r, (i.descFactorial r : ℝ) * poissonWeight a i = 0 :=
@@ -27,6 +30,7 @@
   refine (hasSum_nat_add_iff' r).mp ?_
   simp only [h0, sub_zero]
-  convert h using 1
-  · funext k
+  have e : ∀ k : ℕ, ((k + r).descFactorial r : ℝ) * poissonWeight a (k + r)
+      = a ^ r * Real.exp (-a) * (a ^ k / (k.factorial : ℝ)) := by
+    intro k
     have hf : (k.factorial : ℝ) * ((k + r).descFactorial r : ℝ) = ((k + r).factorial : ℝ) := by
       have h1 := Nat.factorial_mul_descFactorial (Nat.le_add_left r k)
@@ -42,6 +46,6 @@
     rw [← hf, pow_add]
     field_simp
-  · rw [mul_assoc, ← Real.exp_add]
-    simp
+  simp only [e]
+  exact h
 
 end
```
